# A Kosterlitz-Thouless flow started at x = -g, y = g > 0 ends no later than l = 1/g

A weak-coupling estimate of the charge gap in the half-filled Hubbard chain can be made by integrating the one-loop flow equations until the umklapp coupling reaches a chosen value Y of order one, then reading off the energy scale at which this happened. For the start x = -g, y = g > 0 treated here, the stopping scale has a closed form, and no solution extends past l = 1/g.

Let l ≥ 0 be the logarithmic scale, with the running cutoff Λ(l) = Λ₀ exp(-l). Let x be the marginal charge coupling and y the umklapp coupling, rescaled so that the flow reads

x' = -y², y' = -x y.

For a start at x(0) = -g, y(0) = g with g > 0, every scale l that the flow reaches satisfies

y(l) = g/(1 - g l), x(l) = -y(l), g l < 1.

A flow on [0, L) therefore has L ≤ 1/g, and y(l) = Y > 0 holds exactly when

l = 1/g - 1/Y.

## Stopping the integration before the pole

With g = 0.1 and Y = 1, the code should stop at l = 9, and the pole lies at l = 10. This gives a direct check of the integrator and of its stopping rule. The check matters because a fixed-step explicit scheme can step across the pole and return finite numbers that belong to no solution. Integrating u = 1/y avoids the steep growth, since u' = -1 on this line.

The stopping scale corresponds to the energy Λ₀ exp(1/Y - 1/g). Within the one-loop, two-coupling description of the weakly repulsive chain, where g is proportional to U at lowest order, this is the exponentially small scale associated with the charge gap. Its prefactor depends on the choice of Y.

## From the conserved hyperbola to the inverse coupling

Along any flow,

(x² - y²)' = 2x(-y²) - 2y(-x y) = 0.

For the start x(0) = -g, y(0) = g, this means x² = y² throughout. Since x' = -y² ≤ 0, x never rises above -g and stays negative. If y vanished somewhere, x would vanish there too, which is impossible. As y is continuous and starts positive, it stays positive. Now

(x + y)(x - y) = 0,

and x - y < 0, so x = -y. The second flow equation becomes y' = y², and

(1/y)' = -y'/y² = -1, hence 1/y(l) = 1/g - l.

This is the formula for y, and setting y = Y gives the stopping scale. Positivity of y gives 1 - g l = g/y(l) > 0. If L were larger than 1/g, the scale l = 1/g would be reached, and there g l = 1, a contradiction.

When the start is off this line with |y(0)| > |x(0)|, define κ > 0 by κ² = y(0)² - x(0)². Then y² = x² + κ², and

(arctan(x/κ))' = κ x'/(κ² + x²) = -κ.

Integrating and taking the tangent gives

x(l) = κ tan(arctan(x(0)/κ) - κ l).

Because an arctangent stays above -π/2, the flow must end by

L ≤ (π/2 + arctan(x(0)/κ))/κ.

This also covers x(0) > 0, where |y| first shrinks and later grows. An initial decrease of the umklapp coupling therefore does not by itself show that it flows to zero.

The two bounds agree in the limit κ → 0. With x(0) = -g fixed, the second bound equals arctan(κ/g)/κ, which tends to 1/g. The Lean theorems do not include this limit.

## The flow and its solutions in Lean

```lean
import Mathlib

open Set Filter Topology

namespace HubbardUmklappFlow

/-- The Kosterlitz-Thouless flow `x' = -y²`, `y' = -x y` of a marginal coupling `x` and an
umklapp coupling `y`, for logarithmic scales `l` in `[0, L)`. -/
def IsKTFlow (x y : ℝ → ℝ) (L : ℝ) : Prop :=
  ∀ l ∈ Ico 0 L, HasDerivWithinAt x (-(y l) ^ 2) (Ico 0 L) l ∧
    HasDerivWithinAt y (-(x l * y l)) (Ico 0 L) l

/-- A quantity that changes at a constant rate `c` on `[0, L)` is affine in the scale `l`. -/
theorem affine_of_constant_rate {f : ℝ → ℝ} {c L l : ℝ}
    (hf : ∀ t ∈ Ico 0 L, HasDerivWithinAt f c (Ico 0 L) t) (hl : l ∈ Ico 0 L) :
    f l = f 0 + c * l := by
  have h0 : (0 : ℝ) ∈ Ico 0 L := ⟨le_rfl, hl.1.trans_lt hl.2⟩
  have hd : ∀ t ∈ Ico 0 L, HasDerivWithinAt (fun s => f s - c * s) 0 (Ico 0 L) t := by
    intro t ht
    exact ((hf t ht).fun_sub ((hasDerivWithinAt_id t _).const_mul c)).congr_deriv (by ring)
  have h := Convex.norm_image_sub_le_of_norm_hasDerivWithin_le (f' := fun _ => (0 : ℝ))
    (C := 0) hd (by simp) (convex_Ico 0 L) h0 hl
  have h' : (f l - c * l) - (f 0 - c * 0) = 0 :=
    norm_le_zero_iff.mp (by simpa only [zero_mul] using h)
  linarith

/-- A flow that starts at `x = -g`, `y = g` with `g > 0` stays on the line `x = -y`, and its
umklapp coupling stays positive. -/
theorem stays_on_separatrix {x y : ℝ → ℝ} {L g l : ℝ} (h : IsKTFlow x y L) (hg : 0 < g)
    (hx : x 0 = -g) (hy : y 0 = g) (hl : l ∈ Ico 0 L) : x l = -y l ∧ 0 < y l := by
  have h0 : (0 : ℝ) ∈ Ico 0 L := ⟨le_rfl, hl.1.trans_lt hl.2⟩
  -- the marginal coupling can only decrease
  have hanti : AntitoneOn x (Ico 0 L) :=
    antitoneOn_of_hasDerivWithinAt_nonpos (f' := fun t => -(y t) ^ 2) (convex_Ico 0 L)
      (fun t ht => (h t ht).1.continuousWithinAt)
      (fun t ht => (h t (interior_subset ht)).1.mono interior_subset)
      (fun t _ => neg_nonpos.mpr (sq_nonneg (y t)))
  have hneg : ∀ t ∈ Ico 0 L, x t < 0 := by
    intro t ht
    have := hanti h0 ht ht.1
    linarith
  -- the flow stays on the pair of lines x² = y²
  have hsq : ∀ t ∈ Ico 0 L, x t * x t - y t * y t = 0 := by
    intro t ht
    have hc := affine_of_constant_rate (f := fun s => x s * x s - y s * y s) (c := 0)
      (fun s hs => (((h s hs).1.fun_mul (h s hs).1).fun_sub
        ((h s hs).2.fun_mul (h s hs).2)).congr_deriv (by ring)) ht
    simp only [hx, hy] at hc
    linarith
  -- y cannot change sign, since y = 0 would force x = 0
  have hpos : 0 < y l := by
    by_contra hn
    have hcont : ContinuousOn y (Icc 0 l) := fun t ht =>
      ((h t ⟨ht.1, ht.2.trans_lt hl.2⟩).2.continuousWithinAt).mono
        (fun s hs => ⟨hs.1, hs.2.trans_lt hl.2⟩)
    obtain ⟨t, ht, hyt⟩ := intermediate_value_Icc' hl.1 hcont
      ⟨not_lt.mp hn, by rw [hy]; exact hg.le⟩
    have htL : t ∈ Ico 0 L := ⟨ht.1, ht.2.trans_lt hl.2⟩
    have h1 := hsq t htL
    rw [hyt] at h1
    nlinarith [hneg t htL]
  refine ⟨?_, hpos⟩
  have hprod : (x l + y l) * (x l - y l) = 0 := by linear_combination hsq l hl
  rcases mul_eq_zero.mp hprod with h1 | h1
  · linarith
  · linarith [hneg l hl]

/-- Runaway of the charge coupling: a flow on `[0, L)` that starts at `x = -g`, `y = g` with
`g > 0` has `y = -x = g / (1 - g l)`, and it ends at the latest at `l = 1 / g`. -/
theorem umklapp_runaway {x y : ℝ → ℝ} {L g : ℝ} (h : IsKTFlow x y L) (hg : 0 < g)
    (hx : x 0 = -g) (hy : y 0 = g) :
    (∀ l ∈ Ico 0 L, g * l < 1 ∧ y l = g / (1 - g * l) ∧ x l = -(g / (1 - g * l))) ∧
      L ≤ 1 / g := by
  have key : ∀ l ∈ Ico 0 L,
      g * l < 1 ∧ y l = g / (1 - g * l) ∧ x l = -(g / (1 - g * l)) := by
    intro l hl
    obtain ⟨hxy, hpos⟩ := stays_on_separatrix h hg hx hy hl
    -- the inverse coupling decreases at unit rate
    have hinv : (y l)⁻¹ = g⁻¹ + -1 * l := by
      have h1 := affine_of_constant_rate (f := fun s => (y s)⁻¹) (c := -1) (fun t ht => by
        obtain ⟨hs, hp⟩ := stays_on_separatrix h hg hx hy ht
        refine ((h t ht).2.inv hp.ne').congr_deriv ?_
        rw [hs, div_eq_iff (pow_ne_zero 2 hp.ne')]
        ring) hl
      simpa only [hy] using h1
    have e : 1 - g * l = g * (y l)⁻¹ := by
      rw [hinv, mul_add, mul_inv_cancel₀ hg.ne']
      ring
    have hp : 0 < 1 - g * l := by
      rw [e]
      positivity
    have hyl : y l = g / (1 - g * l) := by
      rw [eq_div_iff hp.ne', e]
      field_simp
    exact ⟨by linarith, hyl, by rw [hxy, hyl]⟩
  refine ⟨key, ?_⟩
  by_contra hn
  have h1 := (key (1 / g) ⟨by positivity, not_le.mp hn⟩).1
  rw [mul_one_div_cancel hg.ne'] at h1
  exact lt_irrefl _ h1

/-- For `g > 0` the couplings `y = -x = g / (1 - g l)` solve the flow equations on the whole
interval `[0, 1 / g)`. -/
theorem umklapp_runaway_witness {g : ℝ} (hg : 0 < g) :
    IsKTFlow (fun l => -(g / (1 - g * l))) (fun l => g / (1 - g * l)) (1 / g) := by
  intro t ht
  have hlt : t * g < 1 := (lt_div_iff₀ hg).mp ht.2
  have hne : 1 - g * t ≠ 0 := by
    have : 0 < 1 - g * t := by linarith
    exact this.ne'
  have hd : HasDerivAt (fun s : ℝ => 1 - g * s) (-g) t := by
    simpa using ((hasDerivAt_id' t).const_mul g).const_sub 1
  have hq : HasDerivAt (fun s : ℝ => g / (1 - g * s)) ((g / (1 - g * t)) ^ 2) t :=
    ((hasDerivAt_const t g).fun_div hd hne).congr_deriv (by
      rw [div_pow]
      congr 1
      ring)
  exact ⟨hq.fun_neg.hasDerivWithinAt, (hq.congr_deriv (by ring)).hasDerivWithinAt⟩

/-- If a flow from `x = -g`, `y = g` with `g > 0` exists on all of `[0, 1 / g)`, its umklapp
coupling grows without bound as `l` approaches `1 / g`. -/
theorem umklapp_diverges {x y : ℝ → ℝ} {g : ℝ} (h : IsKTFlow x y (1 / g)) (hg : 0 < g)
    (hx : x 0 = -g) (hy : y 0 = g) : Tendsto y (𝓝[<] (1 / g)) atTop := by
  have hmem : ∀ᶠ l in 𝓝[<] (1 / g), l ∈ Ico 0 (1 / g) :=
    Ico_mem_nhdsLT (by positivity)
  have hsol := (umklapp_runaway h hg hx hy).1
  have hlim : Tendsto (fun l : ℝ => 1 - g * l) (𝓝[<] (1 / g)) (𝓝[>] 0) := by
    refine tendsto_nhdsWithin_iff.mpr ⟨?_, ?_⟩
    · have hc : Continuous (fun l : ℝ => 1 - g * l) := by fun_prop
      have h1 := hc.tendsto (1 / g)
      rw [mul_one_div_cancel hg.ne', sub_self] at h1
      exact h1.mono_left nhdsWithin_le_nhds
    · filter_upwards [hmem] with l hl
      exact sub_pos.mpr (hsol l hl).1
  refine ((tendsto_inv_nhdsGT_zero.comp hlim).const_mul_atTop hg).congr' ?_
  filter_upwards [hmem] with l hl
  rw [(hsol l hl).2.1, div_eq_mul_inv]
  rfl

/-- Along a flow from `x = -g`, `y = g` with `g > 0`, the umklapp coupling has the value `Y > 0`
exactly at the scale `l = 1 / g - 1 / Y`. -/
theorem strong_coupling_scale {x y : ℝ → ℝ} {L g l Y : ℝ} (h : IsKTFlow x y L) (hg : 0 < g)
    (hx : x 0 = -g) (hy : y 0 = g) (hl : l ∈ Ico 0 L) (hY : 0 < Y) :
    y l = Y ↔ l = 1 / g - 1 / Y := by
  obtain ⟨h1, h2, -⟩ := (umklapp_runaway h hg hx hy).1 l hl
  have hp : 0 < 1 - g * l := by linarith
  have e : 1 / g - 1 / Y = (Y - g) / (g * Y) := by field_simp
  rw [h2, e, div_eq_iff hp.ne', eq_div_iff (mul_pos hg hY).ne']
  constructor <;> intro h3 <;> linarith

/-- Off the separatrix, if `y(0)² - x(0)² = κ²` with `κ > 0`, then
`x(l) = κ tan(arctan(x(0)/κ) - κ l)`, and the flow ends at the latest at
`l = (π/2 + arctan(x(0)/κ)) / κ`. -/
theorem runaway_off_separatrix {x y : ℝ → ℝ} {L κ : ℝ} (h : IsKTFlow x y L) (hκ : 0 < κ)
    (h0 : y 0 ^ 2 - x 0 ^ 2 = κ ^ 2) :
    (∀ l ∈ Ico 0 L, x l = κ * Real.tan (Real.arctan (x 0 / κ) - κ * l)) ∧
      L ≤ (Real.pi / 2 + Real.arctan (x 0 / κ)) / κ := by
  -- the angle arctan (x / κ) decreases at the constant rate κ
  have hangle : ∀ l ∈ Ico 0 L,
      Real.arctan (x l / κ) = Real.arctan (x 0 / κ) + -κ * l := by
    intro l hl
    refine affine_of_constant_rate (f := fun s => Real.arctan (x s / κ)) (fun t ht => ?_) hl
    have hc := affine_of_constant_rate (f := fun s => x s * x s - y s * y s) (c := 0)
      (fun s hs => (((h s hs).1.fun_mul (h s hs).1).fun_sub
        ((h s hs).2.fun_mul (h s hs).2)).congr_deriv (by ring)) ht
    have hxk : κ * (x t / κ) = x t := by field_simp
    have hy2 : y t ^ 2 = κ ^ 2 * (1 + (x t / κ) ^ 2) := by
      linear_combination -hc + h0 - (κ * (x t / κ) + x t) * hxk
    refine ((h t ht).1.div_const κ).arctan.congr_deriv ?_
    have hq : 0 < 1 + (x t / κ) ^ 2 := by positivity
    rw [hy2]
    generalize 1 + (x t / κ) ^ 2 = q at hq ⊢
    have hq' := hq.ne'
    field_simp
  constructor
  · intro l hl
    have e : Real.arctan (x 0 / κ) - κ * l = Real.arctan (x l / κ) := by
      linarith [hangle l hl]
    rw [e, Real.tan_arctan]
    field_simp
  · by_contra hn
    have hpos : 0 < Real.pi / 2 + Real.arctan (x 0 / κ) := by
      linarith [Real.neg_pi_div_two_lt_arctan (x 0 / κ)]
    have h1 := hangle _ ⟨(div_pos hpos hκ).le, not_le.mp hn⟩
    have h2 : κ * ((Real.pi / 2 + Real.arctan (x 0 / κ)) / κ) =
        Real.pi / 2 + Real.arctan (x 0 / κ) := by field_simp
    have h3 := Real.neg_pi_div_two_lt_arctan
      (x ((Real.pi / 2 + Real.arctan (x 0 / κ)) / κ) / κ)
    linarith

end HubbardUmklappFlow
```

```lean
#print axioms HubbardUmklappFlow.umklapp_runaway
-- 'HubbardUmklappFlow.umklapp_runaway' depends on axioms: [propext, Classical.choice, Quot.sound]
#print axioms HubbardUmklappFlow.umklapp_diverges
-- 'HubbardUmklappFlow.umklapp_diverges' depends on axioms: [propext, Classical.choice, Quot.sound]
#print axioms HubbardUmklappFlow.strong_coupling_scale
-- 'HubbardUmklappFlow.strong_coupling_scale' depends on axioms: [propext, Classical.choice, Quot.sound]
#print axioms HubbardUmklappFlow.runaway_off_separatrix
-- 'HubbardUmklappFlow.runaway_off_separatrix' depends on axioms: [propext, Classical.choice, Quot.sound]
```

## Reading the flow predicate and the theorems

`IsKTFlow x y L` says that the real functions `x` and `y` satisfy the two equations at every `l` in `Ico 0 L`, the interval [0, L). `HasDerivWithinAt` takes the derivative within that interval, so at l = 0 it is one-sided. Values outside the interval play no role. If L ≤ 0 the interval is empty and the predicate holds trivially, as do the bounds on L.

`umklapp_runaway` takes any such flow with the stated start and gives the formulas together with L ≤ 1/g. `umklapp_runaway_witness` shows that the explicit couplings solve the equations on all of [0, 1/g), so the bound is attained. `umklapp_diverges` says that y tends to +∞ as l approaches 1/g from below, for a flow that exists on that whole interval. `strong_coupling_scale` is the stopping rule, for scales within the flow. `runaway_off_separatrix` gives the tangent formula and its bound; it includes no existence result showing that this second bound is attained.

## Constant rates carry the proof

`affine_of_constant_rate` does the integration: it subtracts c l from a quantity with constant derivative c and applies the mean value inequality to the remainder. It is used with c = 0 for x² - y², with c = -1 for 1/y and with c = -κ for arctan(x/κ).

`stays_on_separatrix` follows the sign argument above: monotonicity keeps x negative, the intermediate value theorem excludes a sign change of y, and the factored invariant selects x = -y. The separatrix in its name is this line, which lies between the hyperbolas with |y| > |x| and those with |y| < |x|. It is not a phase boundary here: for x < 0 and y ≠ 0, |y| grows on both sides of it. Both bounds on L are proved by contradiction, by evaluating the solution at the forbidden scale. The witness is checked by differentiating the quotient, and the divergence follows from 1 - g l tending to zero through positive values.

## One-loop equations as the starting point

The flow equations are assumed, not derived from the Hubbard Hamiltonian. They stand for a one-loop truncation at weak coupling, which loses its justification once y is of order one. The divergence at 1/g is a property of the truncated equations: it signals strong coupling and does not by itself establish a gap. The starting condition x(0) = -y(0) stands for the charge SU(2) symmetry of the half-filled chain. The theorems concern the continuous differential equations, so step-size and rounding errors in a code need their own control.
